# The plane-wave dipolar tensor has no limit at zero wave vector

Take a wave vector $k$ along the x axis and form $M(k) = kk^{\mathsf T}/|k|^2 - \mathrm{Id}/3$. The result is $\mathrm{diag}(2/3, -1/3, -1/3)$, however short $k$ is. Along the y axis it is $\mathrm{diag}(-1/3, 2/3, -1/3)$. The two differ by $\mathrm{diag}(1, -1, 0)$, whose squared entries sum to 2, and shrinking $k$ does not reduce this difference. No single matrix can therefore be the limit of $M$ at $k = 0$.

In a plane-wave calculation of the dipolar hyperfine tensor, $M(G)$ multiplies the spin-density component at the reciprocal-lattice vector $G$, up to constants and a phase set by the position of the nucleus. Continuity cannot supply a value for this bare kernel at $G = 0$. If the cell has a net spin, the $G = 0$ term depends on that value and needs a separate boundary convention; if the net spin is zero, the term vanishes for any finite value. The spin density, the prefactors and the lattice sum do not enter the model.

```lean
import Mathlib

open Matrix Filter Topology

namespace PlaneWaveDipolar

noncomputable section
```

## The tensor and its norm

Wave vectors are functions `Fin 3 → ℝ`, with components numbered 0, 1, 2. The squared length is the dot product `k ⬝ᵥ k`, and `vecMulVec k k` is the matrix $kk^{\mathsf T}$ with entries $k_i k_j$. Lean's formula also returns a matrix at $k = 0$, but the limits below never use it.

```lean
/-- The reciprocal-space dipolar tensor `k kᵀ / |k|² - Id / 3`, for wave vectors `k ≠ 0`. -/
def dipolarKernel (k : Fin 3 → ℝ) : Matrix (Fin 3) (Fin 3) ℝ :=
  (k ⬝ᵥ k)⁻¹ • vecMulVec k k - (1 / 3 : ℝ) • 1
```

Differences between tensors are measured by the squared Frobenius norm $\|A\|^2 = \sum_{i,j} A_{ij}^2$.

```lean
/-- The squared Frobenius norm of a real 3×3 tensor: the sum of its squared entries. -/
def frobSq (A : Matrix (Fin 3) (Fin 3) ℝ) : ℝ := ∑ i, ∑ j, A i j ^ 2
```

## Only the direction survives

Let $u$ be a unit vector and $t \neq 0$. Then $|tu|^2 = t^2$, and

$$M(tu) = \frac{t^2\,uu^{\mathsf T}}{t^2} - \frac{\mathrm{Id}}{3} = uu^{\mathsf T} - \frac{\mathrm{Id}}{3}.$$

In the proof, `hn` computes the squared length and `h` is the cancellation, which is then applied to each entry.

```lean
/-- At every nonzero point `t u` of the line along a unit vector `u`, the dipolar tensor
equals `u uᵀ - Id / 3`, whatever the length of the wave vector. -/
theorem dipolarKernel_ray {u : Fin 3 → ℝ} (hu : u ⬝ᵥ u = 1) {t : ℝ} (ht : t ≠ 0) :
    dipolarKernel (t • u) = vecMulVec u u - (1 / 3 : ℝ) • 1 := by
  have hn : (t • u) ⬝ᵥ (t • u) = t ^ 2 := by
    rw [smul_dotProduct, dotProduct_smul, hu]
    simp only [smul_eq_mul]
    ring
  have h : (t ^ 2)⁻¹ * t ^ 2 = 1 := inv_mul_cancel₀ (pow_ne_zero 2 ht)
  unfold dipolarKernel
  rw [hn]
  congr 1
  ext i j
  simp only [Matrix.smul_apply, vecMulVec_apply, Pi.smul_apply, smul_eq_mul]
  -- the two factors of `t` cancel the squared length
  linear_combination (u i * u j) * h
```

Since $M$ is constant on the ray, its limit there is that constant. The filter `𝓝[>] 0` expresses $t \to 0^+$, and the proof replaces the constant function by $M(tu)$ at all $t > 0$.

```lean
/-- As the wave vector shrinks to zero along a unit direction `u`, the dipolar tensor tends
to `u uᵀ - Id / 3`. -/
theorem tendsto_ray {u : Fin 3 → ℝ} (hu : u ⬝ᵥ u = 1) :
    Tendsto (fun t : ℝ => dipolarKernel (t • u)) (𝓝[>] 0)
      (𝓝 (vecMulVec u u - (1 / 3 : ℝ) • 1)) := by
  refine tendsto_const_nhds.congr' ?_
  filter_upwards [self_mem_nhdsWithin] with t ht
  exact (dipolarKernel_ray hu (Set.mem_Ioi.mp ht).ne').symm
```

## The gap between two directions

Let $A$ and $B$ be the limits along unit vectors $u$ and $v$. The isotropic parts cancel in $A - B$, so

$$\|A-B\|^2 = \sum_{i,j}(u_iu_j - v_iv_j)^2 = (u\cdot u)^2 - 2(u\cdot v)^2 + (v\cdot v)^2 = 2\bigl(1-(u\cdot v)^2\bigr).$$

The theorem takes $A$ and $B$ as any matrices to which $M$ tends along the two rays; `tendsto_ray` shows that such limits exist, and uniqueness of limits identifies them. The final `linear_combination` uses $(u\cdot u)^2 - 1 = (u\cdot u + 1)(u\cdot u - 1)$, and likewise for $v$.

```lean
/-- If `A` and `B` are the limits of the dipolar tensor at zero wave vector along unit
directions `u` and `v`, their squared Frobenius distance is `2 (1 - (u·v)²)`. -/
theorem directional_gap {u v : Fin 3 → ℝ} (hu : u ⬝ᵥ u = 1) (hv : v ⬝ᵥ v = 1)
    {A B : Matrix (Fin 3) (Fin 3) ℝ}
    (hA : Tendsto (fun t : ℝ => dipolarKernel (t • u)) (𝓝[>] 0) (𝓝 A))
    (hB : Tendsto (fun t : ℝ => dipolarKernel (t • v)) (𝓝[>] 0) (𝓝 B)) :
    frobSq (A - B) = 2 * (1 - (u ⬝ᵥ v) ^ 2) := by
  -- the limits are known explicitly, and the isotropic parts cancel
  rw [tendsto_nhds_unique hA (tendsto_ray hu), tendsto_nhds_unique hB (tendsto_ray hv),
    sub_sub_sub_cancel_right]
  simp only [dotProduct, Fin.sum_univ_three] at hu hv
  simp only [frobSq, Matrix.sub_apply, vecMulVec_apply, dotProduct, Fin.sum_univ_three]
  linear_combination (u 0 * u 0 + u 1 * u 1 + u 2 * u 2 + 1) * hu
    + (v 0 * v 0 + v 1 * v 1 + v 2 * v 2 + 1) * hv
```

If $A = B$, the gap vanishes and $(u\cdot v - 1)(u\cdot v + 1) = 0$. When $u\cdot v = 1$,

$$|v-u|^2 = 1 - 2 + 1 = 0,$$

so $v = u$. When $u\cdot v = -1$, the same expansion gives $|v+u|^2 = 0$, so $v = -u$. Conversely, $(-u)(-u)^{\mathsf T} = uu^{\mathsf T}$, so opposite directions share a limit. The two directions of the equivalence in Lean follow these arguments.

```lean
/-- The limits of the dipolar tensor along two unit directions coincide exactly when the
directions are parallel or antiparallel. -/
theorem directional_limits_eq_iff {u v : Fin 3 → ℝ} (hu : u ⬝ᵥ u = 1) (hv : v ⬝ᵥ v = 1)
    {A B : Matrix (Fin 3) (Fin 3) ℝ}
    (hA : Tendsto (fun t : ℝ => dipolarKernel (t • u)) (𝓝[>] 0) (𝓝 A))
    (hB : Tendsto (fun t : ℝ => dipolarKernel (t • v)) (𝓝[>] 0) (𝓝 B)) :
    A = B ↔ v = u ∨ v = -u := by
  constructor
  · intro hAB
    have hgap := directional_gap hu hv hA hB
    have hzero : frobSq (A - B) = 0 := by simp [frobSq, hAB]
    have hprod : (u ⬝ᵥ v - 1) * (u ⬝ᵥ v + 1) = 0 := by
      linear_combination (1 / 2 : ℝ) * hgap - (1 / 2 : ℝ) * hzero
    rcases mul_eq_zero.mp hprod with h | h
    · -- here `|v - u|² = 0`
      left
      have h0 : (v - u) ⬝ᵥ (v - u) = 0 := by
        rw [sub_dotProduct, dotProduct_sub, dotProduct_sub, dotProduct_comm v u]
        linarith
      exact sub_eq_zero.mp (dotProduct_self_eq_zero.mp h0)
    · -- here `|v + u|² = 0`
      right
      have h0 : (v + u) ⬝ᵥ (v + u) = 0 := by
        rw [add_dotProduct, dotProduct_add, dotProduct_add, dotProduct_comm v u]
        linarith
      exact eq_neg_of_add_eq_zero_left (dotProduct_self_eq_zero.mp h0)
  · intro h
    rw [tendsto_nhds_unique hA (tendsto_ray hu), tendsto_nhds_unique hB (tendsto_ray hv)]
    rcases h with rfl | rfl
    · rfl
    · ext i j
      simp [vecMulVec_apply]
```

## No value at the origin restores continuity

Suppose $M(k) \to L$ as $k \to 0$ through nonzero vectors, which is what `𝓝[≠] 0` expresses. For a unit vector $u$, the points $tu$ with $t > 0$ are nonzero and tend to 0, so $L$ is also the limit along $u$; this is `hray`. Applying the gap formula to the x and y axes gives

$$0 = \|L-L\|^2 = 2(1-0) = 2,$$

a contradiction.

```lean
/-- The dipolar tensor has no limit as the wave vector tends to zero through nonzero
values. -/
theorem no_limit_at_zero (L : Matrix (Fin 3) (Fin 3) ℝ) :
    ¬ Tendsto dipolarKernel (𝓝[≠] 0) (𝓝 L) := by
  intro hL
  -- a full limit would be the limit along every ray
  have hray : ∀ u : Fin 3 → ℝ, u ⬝ᵥ u = 1 →
      Tendsto (fun t : ℝ => dipolarKernel (t • u)) (𝓝[>] 0) (𝓝 L) := by
    intro u hu
    have hu0 : u ≠ 0 := by
      rintro rfl
      simp at hu
    have hc : Continuous (fun t : ℝ => t • u) := by fun_prop
    refine hL.comp (tendsto_nhdsWithin_iff.mpr
      ⟨(hc.tendsto' 0 0 (by simp)).mono_left nhdsWithin_le_nhds, ?_⟩)
    filter_upwards [self_mem_nhdsWithin] with t ht
    exact smul_ne_zero (Set.mem_Ioi.mp ht).ne' hu0
  -- the x and y axes contradict each other
  have hx : (![1, 0, 0] : Fin 3 → ℝ) ⬝ᵥ ![1, 0, 0] = 1 := by
    simp [dotProduct, Fin.sum_univ_three]
  have hy : (![0, 1, 0] : Fin 3 → ℝ) ⬝ᵥ ![0, 1, 0] = 1 := by
    simp [dotProduct, Fin.sum_univ_three]
  have hgap := directional_gap hx hy (hray _ hx) (hray _ hy)
  simp [frobSq, dotProduct, Fin.sum_univ_three] at hgap
```

A function $F$ that is continuous at 0 and equals $M$ at every nonzero $k$ would satisfy $M(k) = F(k) \to F(0)$. The previous theorem, with $L = F(0)$, excludes this. Continuity of $F$ is required only at the origin.

```lean
/-- No tensor-valued function of the wave vector that is continuous at zero agrees with the
dipolar tensor at all nonzero wave vectors. -/
theorem no_continuous_extension :
    ¬ ∃ F : (Fin 3 → ℝ) → Matrix (Fin 3) (Fin 3) ℝ,
      ContinuousAt F 0 ∧ ∀ k, k ≠ 0 → F k = dipolarKernel k := by
  rintro ⟨F, hF, hFk⟩
  refine no_limit_at_zero (F 0) ((hF.tendsto.mono_left nhdsWithin_le_nhds).congr' ?_)
  filter_upwards [self_mem_nhdsWithin] with k hk
  exact hFk k hk
```

## Orthogonal directions average to zero

Let $q_0, q_1, q_2$ be the rows of a matrix $Q$ with $QQ^{\mathsf T} = \mathrm{Id}$. They are orthonormal, and since $Q$ is square, $Q^{\mathsf T}Q = \mathrm{Id}$ as well. Hence

$$\sum_i M(q_i) = \sum_i q_iq_i^{\mathsf T} - 3\cdot\frac{\mathrm{Id}}{3} = Q^{\mathsf T}Q - \mathrm{Id} = 0.$$

In Lean, `hrow` gives the unit lengths and `hab` is the completeness relation $Q^{\mathsf T}Q = \mathrm{Id}$ for one entry. Setting the $G = 0$ kernel to zero agrees with this average over three perpendicular directions, but it remains a choice.

```lean
/-- The dipolar tensors of the three directions of an orthonormal frame, given as the rows
of an orthogonal matrix `Q`, add up to zero. -/
theorem sum_orthonormal_frame {Q : Matrix (Fin 3) (Fin 3) ℝ} (hQ : Q * Qᵀ = 1) :
    ∑ i, dipolarKernel (Q i) = 0 := by
  have hrow : ∀ i, Q i ⬝ᵥ Q i = 1 := by
    intro i
    have h : (Q * Qᵀ) i i = 1 := by rw [hQ, Matrix.one_apply_eq]
    simpa only [Matrix.mul_apply, Matrix.transpose_apply, dotProduct] using h
  have hQ' : Qᵀ * Q = 1 := mul_eq_one_comm.mp hQ
  ext a b
  -- completeness of the frame, entry by entry
  have hab : (Qᵀ * Q) a b = (1 : Matrix (Fin 3) (Fin 3) ℝ) a b := by rw [hQ']
  simp only [Matrix.mul_apply, Matrix.transpose_apply, Fin.sum_univ_three] at hab
  simp only [Fin.sum_univ_three, dipolarKernel, hrow, inv_one, one_smul, Matrix.add_apply,
    Matrix.sub_apply, Matrix.smul_apply, vecMulVec_apply, smul_eq_mul, Matrix.zero_apply]
  linear_combination hab

end

end PlaneWaveDipolar
```

```lean
#print axioms PlaneWaveDipolar.directional_limits_eq_iff
-- 'PlaneWaveDipolar.directional_limits_eq_iff' depends on axioms: [propext, Classical.choice, Quot.sound]
#print axioms PlaneWaveDipolar.no_limit_at_zero
-- 'PlaneWaveDipolar.no_limit_at_zero' depends on axioms: [propext, Classical.choice, Quot.sound]
#print axioms PlaneWaveDipolar.no_continuous_extension
-- 'PlaneWaveDipolar.no_continuous_extension' depends on axioms: [propext, Classical.choice, Quot.sound]
#print axioms PlaneWaveDipolar.sum_orthonormal_frame
-- 'PlaneWaveDipolar.sum_orthonormal_frame' depends on axioms: [propext, Classical.choice, Quot.sound]
```
